# Single occupation or charge disproportionation of $2M$ independent dangling bonds: the threshold $U=g^2/K$

When a slab has one half-filled dangling bond per surface atom, the surface cell must contain at least two of these bonds if a relaxation is to find a state in which one bond gives its electron to another. One then relaxes a flat start and a start with one atom raised and the other lowered, and compares the total energies. In the model below, which has integer occupations and no hopping or interaction between bonds, the sign of the energy difference between the relaxed disproportionated state and the flat state of two bonds settles the ground state for any even number of them. A buckled start that relaxes back to the flat state does not give this difference.

Let $2M$ bonds hold $2M$ electrons, with occupations $n_i\in\{0,1,2\}$ and real displacements $x_i$. The energy is

$$E=\sum_i\left[\frac{U}{2}n_i(n_i-1)+\frac K2x_i^2-g\,x_i(n_i-1)\right],\qquad K>0.$$

Here $U$ is the on-site repulsion, $K$ the elastic stiffness, and $g$ the force on an undisplaced atom per excess electron. Write $\Delta=U-g^2/K$.

- If $\Delta>0$, the minimizer has every $n_i=1$ and $x_i=0$.
- If $\Delta<0$, the minimizers have $M$ empty and $M$ doubly filled bonds, with $x_i=(g/K)(n_i-1)$.
- If $\Delta=0$, every neutral occupation with these displacements is a minimizer.

## The energy of a doubly filled bond

Put $q_i=n_i-1$ and $d_i=n_i(n_i-1)/2$, so that $d_i$ is 1 on a doubly filled bond and 0 otherwise. Completing the square gives

$$\frac K2x_i^2-g x_iq_i=\frac K2\left(x_i-\frac gKq_i\right)^2-\frac{g^2}{2K}q_i^2 .$$

Since $q_i^2=n_i(n_i-1)-(n_i-1)=2d_i-q_i$, the energy of one bond is

$$d_i\Delta+\frac K2\left(x_i-\frac gKq_i\right)^2+\frac{g^2}{2K}q_i .$$

Neutrality means $\sum_iq_i=0$, which removes the last term from the sum. With $D=\sum_id_i$,

$$E=D\Delta+\frac K2\sum_i\left(x_i-\frac gKq_i\right)^2 .$$

Let $N_0$ and $N_1$ be the numbers of empty and singly occupied bonds. Counting electrons and bonds gives $N_1+2D=2M=N_0+N_1+D$. Hence $N_0=D$ and $D\le M$.

For $\Delta>0$ the minimum is 0, reached only when $D=0$ and the squares vanish; then $N_0=0$ too, so all $n_i=1$. For $\Delta<0$ the minimum is $M\Delta$, reached only when $D=M$ and the squares vanish. For $\Delta=0$ only the squares matter.

In a cell with two bonds, the relaxed disproportionated state therefore differs from the flat one by exactly $\Delta$. The flat state has zero force, $gq_i-Kx_i=0$, so a relaxation started there with $n_i=1$ stays there even when $\Delta<0$. This is the reason for the second, buckled start.

The same argument treats $2M+1$ bonds with $2M+1$ electrons: again $D\le M$, so for $\Delta<0$ one bond remains singly occupied beside $M$ empty and $M$ doubly filled ones.

## Bonds, occupations and ground states in Lean

The bonds are the elements of a finite type `ι`, without positions or neighbours.

```lean
import Mathlib

open Finset

namespace DanglingBondDisproportionation

variable {ι : Type*} [Fintype ι] {U K g : ℝ} {M : ℕ} {n : ι → ℕ} {x : ι → ℝ}
```

The energy is the sum above, with natural-number occupations and real displacements.

```lean
/-- Energy of dangling bonds with occupations `n` and displacements `x`: on-site repulsion `U`,
elastic stiffness `K`, and a coupling `g` of the displacement to the excess charge. -/
noncomputable def energy (U K g : ℝ) (n : ι → ℕ) (x : ι → ℝ) : ℝ :=
  ∑ i, (U * (n i : ℝ) * ((n i : ℝ) - 1) / 2 + K * x i ^ 2 / 2 - g * x i * ((n i : ℝ) - 1))
```

`Neutral` contains both the bound of two electrons per bond and the electron count.

```lean
/-- Each bond holds at most two electrons, and there are as many electrons as bonds. -/
def Neutral (n : ι → ℕ) : Prop :=
  (∀ i, n i ≤ 2) ∧ ∑ i, n i = Fintype.card ι
```

`numBonds n 2` is $D$, and `numBonds n 0` is $N_0$.

```lean
/-- The number of bonds that hold exactly `k` electrons. -/
def numBonds (n : ι → ℕ) (k : ℕ) : ℕ :=
  (univ.filter fun i => n i = k).card

/-- Every bond sits at the displacement `(g / K) (n i - 1)`, for stiffness `K ≠ 0`. -/
def Relaxed (K g : ℝ) (n : ι → ℕ) (x : ι → ℝ) : Prop :=
  ∀ i, x i = g / K * ((n i : ℝ) - 1)
```

A ground state is compared with every neutral occupation and every set of displacements, so the minimization is global.

```lean
/-- A neutral configuration whose energy is not above that of any neutral configuration with
any displacements. -/
def IsGroundState (U K g : ℝ) (n : ι → ℕ) (x : ι → ℝ) : Prop :=
  Neutral n ∧ ∀ (n' : ι → ℕ) (x' : ι → ℝ), Neutral n' → energy U K g n x ≤ energy U K g n' x'
```

The theorems assume `0 < K`, a restoring force that keeps the energy bounded below. They need no sign for $U$ or $g$, and they allow $M=0$. Hopping, spin, and electrostatic or elastic coupling between bonds are absent; for $\Delta<0$ the model therefore does not select a pattern of filled and empty bonds.

## The identity and the two counts

In `energy_eq`, `hsite` is the energy of one bond derived above. Its ingredient `hind` checks $d_i=n_i(n_i-1)/2$ for the three occupations, and `hsum` removes the linear term.

```lean
/-- For `K > 0` and a neutral surface, the energy is `U - g² / K` per doubly filled bond plus the
elastic cost of departing from the relaxed displacements. -/
theorem energy_eq (hK : 0 < K) (hn : Neutral n) :
    energy U K g n x = (numBonds n 2 : ℝ) * (U - g ^ 2 / K)
      + K / 2 * ∑ i, (x i - g / K * ((n i : ℝ) - 1)) ^ 2 := by
  have hsum : ∑ i, ((n i : ℝ) - 1) = 0 := by
    have h : ∑ i, (n i : ℝ) = (Fintype.card ι : ℝ) := by exact_mod_cast hn.2
    rw [sum_sub_distrib, h]
    simp
  have hcount : (numBonds n 2 : ℝ) = ∑ i, if n i = 2 then (1 : ℝ) else 0 := by
    simp [numBonds]
  -- complete the square on each bond; the last term is linear in the excess charge
  have hsite : ∀ i, U * (n i : ℝ) * ((n i : ℝ) - 1) / 2 + K * x i ^ 2 / 2
      - g * x i * ((n i : ℝ) - 1)
      = (if n i = 2 then (1 : ℝ) else 0) * (U - g ^ 2 / K)
        + K / 2 * (x i - g / K * ((n i : ℝ) - 1)) ^ 2
        + g ^ 2 / (2 * K) * ((n i : ℝ) - 1) := by
    intro i
    have hind : (if n i = 2 then (1 : ℝ) else 0) = (n i : ℝ) * ((n i : ℝ) - 1) / 2 := by
      have h2 := hn.1 i
      have h3 : n i = 0 ∨ n i = 1 ∨ n i = 2 := by omega
      rcases h3 with h | h | h <;> norm_num [h]
    rw [hind]
    field_simp
    ring
  unfold energy
  rw [sum_congr rfl (fun i _ => hsite i), sum_add_distrib, sum_add_distrib, ← sum_mul,
    ← mul_sum, ← mul_sum, hsum, hcount]
  ring
```

The equality $N_0=D$ comes from summing $n_i+[n_i=0]=1+[n_i=2]$, where a bracket is 1 if its condition holds and 0 otherwise.

```lean
/-- On a neutral surface there are as many empty bonds as doubly filled ones. -/
theorem empty_eq_double (hn : Neutral n) : numBonds n 0 = numBonds n 2 := by
  have h : ∑ i, (n i + if n i = 0 then 1 else 0) = ∑ i, (1 + if n i = 2 then 1 else 0) :=
    sum_congr rfl fun i _ => by
      have := hn.1 i
      split_ifs <;> omega
  rw [sum_add_distrib, sum_add_distrib, hn.2, ← card_filter, ← card_filter, ← card_eq_sum_ones,
    card_univ] at h
  unfold numBonds
  omega
```

The bound $D\le M$ comes from summing $2[n_i=2]\le n_i$.

```lean
/-- A neutral surface with `2M` bonds has at most `M` doubly filled bonds. -/
theorem double_le (hM : Fintype.card ι = 2 * M) (hn : Neutral n) : numBonds n 2 ≤ M := by
  have h : ∑ i, 2 * (if n i = 2 then 1 else 0) ≤ ∑ i, n i :=
    sum_le_sum fun i _ => by split_ifs <;> omega
  rw [← mul_sum, ← card_filter, hn.2, hM] at h
  unfold numBonds
  omega
```

## The minimum and its three regimes

`IsLeast` says that $M\min(0,\Delta)$ is attained and is a lower bound. It is attained by the flat state, or by filling any $M$ bonds twice and relaxing. The bound uses $D\Delta\ge D\min(0,\Delta)\ge M\min(0,\Delta)$.

```lean
/-- For `K > 0`, the least energy of a neutral surface with `2M` bonds is
`M min(0, U - g² / K)`. -/
theorem isLeast_energy (U g : ℝ) (hK : 0 < K) (hM : Fintype.card ι = 2 * M) :
    IsLeast {e | ∃ (n : ι → ℕ) (x : ι → ℝ), Neutral n ∧ energy U K g n x = e}
      ((M : ℝ) * min 0 (U - g ^ 2 / K)) := by
  classical
  constructor
  · rcases le_total 0 (U - g ^ 2 / K) with h | h
    · refine ⟨fun _ => 1, fun _ => 0, ⟨fun _ => by norm_num, by simp⟩, ?_⟩
      rw [min_eq_left h]
      simp [energy]
    · -- fill any M of the bonds twice and empty the others
      obtain ⟨s, -, hs⟩ := exists_subset_card_eq (s := (univ : Finset ι)) (n := M)
        (by rw [card_univ]; omega)
      obtain ⟨n, hn, hd⟩ : ∃ n : ι → ℕ, Neutral n ∧ numBonds n 2 = M := by
        refine ⟨fun i => if i ∈ s then 2 else 0, ⟨fun i => ?_, ?_⟩, ?_⟩
        · dsimp only
          split_ifs <;> omega
        · rw [hM]
          simp [hs, mul_comm]
        · simp [numBonds, hs]
      refine ⟨n, fun i => g / K * ((n i : ℝ) - 1), hn, ?_⟩
      rw [energy_eq hK hn, hd, min_eq_right h]
      simp
  · rintro e ⟨n, x, hn, rfl⟩
    rw [energy_eq hK hn]
    have hd : (numBonds n 2 : ℝ) ≤ M := by exact_mod_cast double_le hM hn
    have h1 := mul_le_mul_of_nonpos_right hd (min_le_left 0 (U - g ^ 2 / K))
    have h2 := mul_le_mul_of_nonneg_left (min_le_right 0 (U - g ^ 2 / K))
      (Nat.cast_nonneg (α := ℝ) (numBonds n 2))
    have h3 : 0 ≤ K / 2 * ∑ i, (x i - g / K * ((n i : ℝ) - 1)) ^ 2 := by positivity
    linarith
```

Being a ground state thus becomes an equation for the energy.

```lean
/-- For `K > 0` and `2M` bonds, the ground states are the neutral configurations with energy
`M min(0, U - g² / K)`. -/
theorem isGroundState_iff (hK : 0 < K) (hM : Fintype.card ι = 2 * M) :
    IsGroundState U K g n x ↔
      Neutral n ∧ energy U K g n x = (M : ℝ) * min 0 (U - g ^ 2 / K) := by
  obtain ⟨⟨n₀, x₀, h₀, e₀⟩, hlow⟩ := isLeast_energy (ι := ι) U g hK hM
  constructor
  · rintro ⟨hn, h⟩
    exact ⟨hn, le_antisymm ((h n₀ x₀ h₀).trans_eq e₀) (hlow ⟨n, x, hn, rfl⟩)⟩
  · rintro ⟨hn, h⟩
    exact ⟨hn, fun n' x' hn' => h.trans_le (hlow ⟨n', x', hn', rfl⟩)⟩
```

A sum of squares vanishes only if each square does, which turns zero elastic cost into `Relaxed`.

```lean
/-- For `K > 0`, the elastic cost vanishes exactly when all bonds are relaxed. -/
theorem elastic_eq_zero_iff (hK : 0 < K) :
    K / 2 * ∑ i, (x i - g / K * ((n i : ℝ) - 1)) ^ 2 = 0 ↔ Relaxed K g n x := by
  rw [mul_eq_zero, or_iff_right (half_pos hK).ne',
    sum_eq_zero_iff_of_nonneg (fun i _ => sq_nonneg _)]
  exact ⟨fun h i => sub_eq_zero.1 (pow_eq_zero_iff two_ne_zero |>.1 (h i (mem_univ i))),
    fun h i _ => by rw [h i, sub_self]; norm_num⟩
```

For strong repulsion both terms of the identity are non-negative and add to zero. This gives `h2`, that no bond is doubly filled, and `h0`, that none is empty.

```lean
/-- For `K > 0`, `2M` bonds and `U > g² / K`, the ground state has one electron on every bond
and no displacement. -/
theorem groundState_of_strong_repulsion (hK : 0 < K) (hM : Fintype.card ι = 2 * M)
    (hU : g ^ 2 / K < U) :
    IsGroundState U K g n x ↔ ∀ i, n i = 1 ∧ x i = 0 := by
  rw [isGroundState_iff hK hM, min_eq_left (by linarith), mul_zero]
  constructor
  · rintro ⟨hn, he⟩ i
    rw [energy_eq hK hn] at he
    have hS : 0 ≤ K / 2 * ∑ i, (x i - g / K * ((n i : ℝ) - 1)) ^ 2 := by positivity
    have hD : 0 ≤ (numBonds n 2 : ℝ) * (U - g ^ 2 / K) :=
      mul_nonneg (Nat.cast_nonneg _) (by linarith)
    have hx : Relaxed K g n x := (elastic_eq_zero_iff hK).1 (by linarith)
    -- no bond is doubly filled, hence none is empty
    have h2 : numBonds n 2 = 0 := by
      have h := (mul_eq_zero.1 (le_antisymm (by linarith) hD)).resolve_right (by linarith)
      exact_mod_cast h
    have h0 := (empty_eq_double hn).trans h2
    unfold numBonds at h0 h2
    rw [card_eq_zero, filter_eq_empty_iff] at h0 h2
    have a := h0 (mem_univ i)
    have b := h2 (mem_univ i)
    have c := hn.1 i
    have h1 : n i = 1 := by omega
    exact ⟨h1, by rw [hx i, h1]; simp⟩
  · intro h
    have h1 : ∀ i, n i = 1 := fun i => (h i).1
    have hx : ∀ i, x i = 0 := fun i => (h i).2
    exact ⟨⟨fun i => by rw [h1 i]; norm_num, by simp [h1]⟩, by simp [energy, h1, hx]⟩
```

For weak repulsion, $D\Delta\ge M\Delta$ must be an equality, and cancelling the nonzero $\Delta$ gives $D=M$.

```lean
/-- For `K > 0`, `2M` bonds and `U < g² / K`, the ground states are the neutral, relaxed
configurations with `M` empty and `M` doubly filled bonds. -/
theorem groundState_of_weak_repulsion (hK : 0 < K) (hM : Fintype.card ι = 2 * M)
    (hU : U < g ^ 2 / K) :
    IsGroundState U K g n x ↔
      Neutral n ∧ numBonds n 0 = M ∧ numBonds n 2 = M ∧ Relaxed K g n x := by
  rw [isGroundState_iff hK hM, min_eq_right (by linarith)]
  constructor
  · rintro ⟨hn, he⟩
    rw [energy_eq hK hn] at he
    have hS : 0 ≤ K / 2 * ∑ i, (x i - g / K * ((n i : ℝ) - 1)) ^ 2 := by positivity
    have hd : (numBonds n 2 : ℝ) ≤ M := by exact_mod_cast double_le hM hn
    have hD := mul_le_mul_of_nonpos_right hd (show U - g ^ 2 / K ≤ 0 by linarith)
    have h2 : numBonds n 2 = M := by
      have h := mul_right_cancel₀ (show U - g ^ 2 / K ≠ 0 by linarith)
        (le_antisymm (by linarith) hD)
      exact_mod_cast h
    rw [h2] at he
    exact ⟨hn, (empty_eq_double hn).trans h2, h2, (elastic_eq_zero_iff hK).1 (by linarith)⟩
  · rintro ⟨hn, -, h2, hx⟩
    exact ⟨hn, by rw [energy_eq hK hn, (elastic_eq_zero_iff hK).2 hx, h2, add_zero]⟩
```

At the threshold the term in $D$ disappears, and only the elastic condition is left.

```lean
/-- For `K > 0`, `2M` bonds and `U = g² / K`, the ground states are all the neutral
configurations with relaxed displacements. -/
theorem groundState_at_threshold (hK : 0 < K) (hM : Fintype.card ι = 2 * M)
    (hU : U = g ^ 2 / K) :
    IsGroundState U K g n x ↔ Neutral n ∧ Relaxed K g n x := by
  rw [isGroundState_iff hK hM]
  refine and_congr_right fun hn => ?_
  rw [energy_eq hK hn, ← elastic_eq_zero_iff hK, sub_eq_zero.2 hU, min_self, mul_zero, mul_zero,
    zero_add]

end DanglingBondDisproportionation
```

```lean
#print axioms DanglingBondDisproportionation.groundState_of_strong_repulsion
#print axioms DanglingBondDisproportionation.groundState_of_weak_repulsion
#print axioms DanglingBondDisproportionation.groundState_at_threshold
```

```
'DanglingBondDisproportionation.groundState_of_strong_repulsion' depends on axioms: [propext, Classical.choice, Quot.sound]
'DanglingBondDisproportionation.groundState_of_weak_repulsion' depends on axioms: [propext, Classical.choice, Quot.sound]
'DanglingBondDisproportionation.groundState_at_threshold' depends on axioms: [propext, Classical.choice, Quot.sound]
```
